# Schwarz bounds on the Coulomb energy for positive semidefinite pair integrals

Suppose that a program skips two-electron integrals because they are expected to be small. Without a cheap bound on each integral, confirming the expectation may mean computing the integral, which defeats the purpose. Without a bound on the sum, even correctly identified small integrals are a risk, because there are very many of them and their contributions may add up to a noticeable energy.

Both gaps can be closed when the matrix \(G\) of pair integrals is positive semidefinite. Its diagonal then bounds every other element, and for any real density vector \(D\) the Coulomb energy satisfies

\[
0 \le \tfrac12 D^{T} G D \le \tfrac12\Big(\sum_a |D_a|\sqrt{G_{aa}}\Big)^2 .
\]

The same argument bounds the Coulomb energy lost by Schwarz screening in an electronic structure calculation, for a finite basis and a fixed density.

## Pair distributions, energy and screened integrals

Let \(a\) and \(b\) label real charge distributions \(\rho_a\), for instance products of two real Gaussian orbitals, and let

\[
G_{ab} = \iint \frac{\rho_a(\mathbf r)\,\rho_b(\mathbf r')}{|\mathbf r-\mathbf r'|}\,d\mathbf r\,d\mathbf r' .
\]

The Lean file starts from the matrix and not from the integral. The labels form a finite type `ι`, and `G : Matrix ι ι ℝ` is any real matrix. Where a theorem needs it, the hypothesis `G.PosSemidef` says that \(G\) is symmetric and that \(x^{T}Gx \ge 0\) for every real vector \(x\). Physically, \(\tfrac12 x^{T}Gx\) is the electrostatic self-energy of the charge density \(\sum_a x_a\rho_a\), which is not negative for the Coulomb interaction. This property is assumed here and not derived from the kernel \(1/|\mathbf r-\mathbf r'|\).

```lean
import Mathlib

open Matrix

namespace SchwarzScreening

noncomputable section

variable {ι : Type*} [Fintype ι]
```

The energy is \(E_G(D) = \tfrac12 D^{T}GD\), written `coulombEnergy G D`. If \(a\) runs over all ordered orbital pairs, \(D_a\) is the density matrix element of that pair. If each unordered pair is listed once, the off-diagonal density elements must be doubled. The definition accepts any real matrix, so it can also be applied to a matrix of discarded integrals.

```lean
/-- The Coulomb energy `(1/2) Dᵀ G D` of a density vector `D` over pair distributions with
pair integrals `G`. -/
def coulombEnergy (G : Matrix ι ι ℝ) (D : ι → ℝ) : ℝ :=
  1 / 2 * (D ⬝ᵥ G *ᵥ D)
```

For a threshold \(\tau\), the screened matrix \(G^{\tau}\) has a zero wherever \(\sqrt{G_{aa}}\sqrt{G_{bb}} < \tau\) and agrees with \(G\) elsewhere. An integral whose estimate equals \(\tau\) is kept. The rule applies to diagonal elements too, and it does not look at the density.

```lean
/-- The integral matrix in which every entry with Schwarz estimate below the threshold `τ`
is replaced by zero. -/
def screened (G : Matrix ι ι ℝ) (τ : ℝ) : Matrix ι ι ℝ :=
  fun a b => if √(G a a) * √(G b b) < τ then 0 else G a b
```

## (a) The energy as a double sum

Show that \(E_G(D) = \tfrac12\sum_a\sum_b D_a G_{ab} D_b\).

The vector \(GD\) has components \((GD)_a = \sum_b G_{ab}D_b\). Taking the scalar product with \(D\) and moving \(D_a\) inside the inner sum gives

\[
\tfrac12\sum_a D_a\sum_b G_{ab}D_b = \tfrac12\sum_a\sum_b D_aG_{ab}D_b .
\]

The Lean proof unfolds the two products and distributes \(D_a\) in the same way. No property of \(G\) is needed.

```lean
/-- The Coulomb energy is half the double sum of integrals weighted by density elements. -/
theorem coulombEnergy_eq_sum (G : Matrix ι ι ℝ) (D : ι → ℝ) :
    coulombEnergy G D = 1 / 2 * ∑ a, ∑ b, D a * G a b * D b := by
  simp only [coulombEnergy, dotProduct, Matrix.mulVec, Finset.mul_sum, mul_assoc]
```

## (b) The diagonal bounds every integral

Let \(G\) be positive semidefinite. Show that \(|G_{ab}| \le \sqrt{G_{aa}}\sqrt{G_{bb}}\) for all \(a\) and \(b\).

Let \(e_a\) be the unit vector for distribution \(a\). Choosing \(x=e_a\) in \(x^{T}Gx\ge0\) gives \(G_{aa}\ge 0\). Now choose \(x = s\,e_a + e_b\) with \(s\) real, which describes the charge density \(s\rho_a+\rho_b\). By the symmetry \(G_{ba}=G_{ab}\),

\[
0 \le x^{T}Gx = G_{aa}s^2 + 2G_{ab}s + G_{bb}\qquad\text{for every } s .
\]

A quadratic that is nowhere negative has a discriminant that is not positive:

\[
(2G_{ab})^2 - 4G_{aa}G_{bb} \le 0, \qquad\text{so}\qquad G_{ab}^2 \le G_{aa}G_{bb}.
\]

If \(G_{aa}=0\), the expression is linear in \(s\), and it can stay nonnegative only if \(G_{ab}=0\), so the inequality still holds. Taking the square root, and splitting it with the help of \(G_{aa}\ge0\), gives the estimate.

In the Lean proof, `hd` is the nonnegative diagonal, `hab` is the symmetry and `hs` is the quadratic inequality. The unit vectors are written with `Pi.single`. Mathlib's `discrim_le_zero` supplies the discriminant step, including the degenerate case, and `Real.abs_le_sqrt` takes the root.

```lean
/-- The Schwarz estimate: for positive semidefinite `G`, the magnitude of a pair integral is at most
the product of the square roots of the two diagonal integrals. -/
theorem schwarz_estimate {G : Matrix ι ι ℝ} (hG : G.PosSemidef) (a b : ι) :
    |G a b| ≤ √(G a a) * √(G b b) := by
  classical
  have hq : ∀ x : ι → ℝ, 0 ≤ x ⬝ᵥ G *ᵥ x := fun x => by
    simpa using hG.dotProduct_mulVec_nonneg x
  have hd : 0 ≤ G a a := by
    have h := hq (Pi.single a 1)
    simpa using h
  have hab : G b a = G a b := by simpa using hG.1.apply a b
  -- the self-repulsion of `s a + b` is a nonnegative quadratic in `s`
  have hs : ∀ s : ℝ, 0 ≤ G a a * (s * s) + (2 * G a b) * s + G b b := by
    intro s
    have h := hq (Pi.single a s + Pi.single b 1)
    simp only [Matrix.mulVec_add, add_dotProduct, dotProduct_add, single_dotProduct,
      Matrix.mulVec_single, Pi.smul_apply, Matrix.col_apply,
      MulOpposite.smul_eq_mul_unop, MulOpposite.unop_op, hab] at h
    linarith
  -- so its discriminant is not positive
  have hdisc := discrim_le_zero hs
  unfold discrim at hdisc
  rw [← Real.sqrt_mul hd]
  exact Real.abs_le_sqrt (by nlinarith)
```

## (c) One term of the energy sum

Suppose that a matrix \(M\) and numbers \(u_a\) satisfy \(|M_{ab}|\le u_au_b\) for all \(a\) and \(b\). Show that \(|D_aM_{ab}D_b| \le (|D_a|u_a)(|D_b|u_b)\).

The absolute value of a product is the product of the absolute values, and \(|D_a||D_b|\) is not negative, so multiplying the assumed bound by it preserves the inequality:

\[
|D_aM_{ab}D_b| = |D_a||D_b||M_{ab}| \le |D_a||D_b|\,u_au_b = (|D_a|u_a)(|D_b|u_b).
\]

The `calc` block has these same three steps. The factors \(u_a\) are kept general because they will be \(\sqrt{G_{aa}}\) in one application and \(\sqrt\tau\) in another.

```lean
omit [Fintype ι] in
/-- If an integral is bounded by a product of pair factors `u`, its contribution to the energy
sum is bounded by the product of the density-weighted factors. -/
theorem abs_term_le {M : Matrix ι ι ℝ} {u : ι → ℝ} (h : ∀ a b, |M a b| ≤ u a * u b)
    (D : ι → ℝ) (a b : ι) :
    |D a * M a b * D b| ≤ (|D a| * u a) * (|D b| * u b) := by
  rw [abs_mul, abs_mul]
  calc |D a| * |M a b| * |D b| = |D a| * |D b| * |M a b| := by ring
    _ ≤ |D a| * |D b| * (u a * u b) :=
        mul_le_mul_of_nonneg_left (h a b) (by positivity)
    _ = (|D a| * u a) * (|D b| * u b) := by ring
```

## (d) From one term to the whole energy

Under the same assumption on \(M\) and \(u\), show that \(|E_M(D)| \le \tfrac12\big(\sum_a|D_a|u_a\big)^2\).

Start from the double sum in (a), apply the triangle inequality to both sums, and then use (c) on each term:

\[
|E_M(D)| \le \tfrac12\sum_a\sum_b|D_aM_{ab}D_b|
\le \tfrac12\sum_a\sum_b(|D_a|u_a)(|D_b|u_b)
= \tfrac12\Big(\sum_a|D_a|u_a\Big)^2 .
\]

The last equality is the factorisation of a double sum of products. Lean uses it first, through `Finset.sum_mul_sum`, to turn the square on the right into a double sum. The two uses of `Finset.abs_sum_le_sum_abs` are the triangle inequality for the outer and the inner sum.

The matrix \(M\) need not be positive semidefinite. This matters for (h), where \(M\) holds the discarded integrals and may have a zero on the diagonal beside nonzero elements in the same row.

```lean
/-- Integrals bounded by products of pair factors `u` give an energy of magnitude at most half
the square of the density-weighted sum of these factors. -/
theorem abs_coulombEnergy_le {M : Matrix ι ι ℝ} {u : ι → ℝ}
    (h : ∀ a b, |M a b| ≤ u a * u b) (D : ι → ℝ) :
    |coulombEnergy M D| ≤ 1 / 2 * (∑ a, |D a| * u a) ^ 2 := by
  rw [coulombEnergy_eq_sum, abs_mul, abs_of_pos (by norm_num : (0 : ℝ) < 1 / 2), sq,
    Finset.sum_mul_sum]
  refine mul_le_mul_of_nonneg_left ?_ (by norm_num)
  refine (Finset.abs_sum_le_sum_abs _ _).trans (Finset.sum_le_sum fun a _ => ?_)
  exact (Finset.abs_sum_le_sum_abs _ _).trans
    (Finset.sum_le_sum fun b _ => abs_term_le h D a b)
```

## (e) The two-sided bound on the Coulomb energy

Let \(G\) be positive semidefinite. Show that \(0\le E_G(D)\le\tfrac12\big(\sum_a|D_a|\sqrt{G_{aa}}\big)^2\) for every real \(D\).

The lower bound is the defining inequality \(D^{T}GD\ge0\), halved. For the upper bound, (b) says that \(M=G\) and \(u_a=\sqrt{G_{aa}}\) satisfy the assumption of (d), so

\[
E_G(D)\le|E_G(D)|\le\tfrac12\Big(\sum_a|D_a|\sqrt{G_{aa}}\Big)^2 .
\]

The theorem states the two inequalities as a conjunction, and `constructor` separates them. The vector `D` is arbitrary: it need not come from a wavefunction, be normalised or have elements of one sign. The upper bound needs only the diagonal integrals and the magnitudes of the density elements.

```lean
/-- For positive semidefinite `G`, the Coulomb energy of any real density vector lies between zero
and half the square of the sum of `|D a| √(G a a)`. -/
theorem coulombEnergy_bounds {G : Matrix ι ι ℝ} (hG : G.PosSemidef) (D : ι → ℝ) :
    0 ≤ coulombEnergy G D ∧
      coulombEnergy G D ≤ 1 / 2 * (∑ a, |D a| * √(G a a)) ^ 2 := by
  constructor
  · have h : 0 ≤ D ⬝ᵥ G *ᵥ D := by simpa using hG.dotProduct_mulVec_nonneg D
    unfold coulombEnergy
    positivity
  · exact (le_abs_self _).trans
      (abs_coulombEnergy_le (u := fun a => √(G a a)) (schwarz_estimate hG) D)
```

## (f) When the upper bound is an equality

Show that \(E_G(D)\) equals its upper bound exactly when, for all \(a\) and \(b\),

\[
D_aG_{ab}D_b = (|D_a|\sqrt{G_{aa}})(|D_b|\sqrt{G_{bb}}).
\]

Write \(t_{ab}\) for the left side and \(B_{ab}\) for the right side. Parts (b) and (c) give \(t_{ab}\le B_{ab}\) for every pair of labels. The energy and its bound are \(\tfrac12\sum_{a}\sum_{b} t_{ab}\) and \(\tfrac12\sum_{a}\sum_{b} B_{ab}\), so they are equal exactly when

\[
\sum_a\sum_b(B_{ab}-t_{ab})=0 .
\]

A finite sum of nonnegative numbers vanishes only if each of them vanishes, which gives \(t_{ab}=B_{ab}\) throughout. The converse follows by summation.

The diagonal terms always satisfy the condition, since both sides are \(D_a^2G_{aa}\). For \(a\ne b\) with both density elements nonzero, it requires \(G_{ab}\) to have the full magnitude of its Schwarz estimate and, unless that estimate is zero, the sign of \(D_aD_b\). The bound is therefore strict if any term of the energy sum is negative, or if an integral between two distributions with nonzero density elements is smaller in magnitude than its estimate.

In the Lean proof, `hle` is \(t_{ab}\le B_{ab}\). The lemma `Finset.sum_eq_sum_iff_of_le` is applied first to the sum over \(a\) and then to the sum over \(b\).

```lean
/-- For positive semidefinite `G`, the upper bound is attained exactly when every term of the energy
sum equals its own density-weighted Schwarz estimate. -/
theorem coulombEnergy_eq_bound_iff {G : Matrix ι ι ℝ} (hG : G.PosSemidef) (D : ι → ℝ) :
    coulombEnergy G D = 1 / 2 * (∑ a, |D a| * √(G a a)) ^ 2 ↔
      ∀ a b, D a * G a b * D b = (|D a| * √(G a a)) * (|D b| * √(G b b)) := by
  have hle : ∀ a b, D a * G a b * D b ≤ (|D a| * √(G a a)) * (|D b| * √(G b b)) :=
    fun a b => (le_abs_self _).trans
      (abs_term_le (u := fun a => √(G a a)) (schwarz_estimate hG) D a b)
  rw [coulombEnergy_eq_sum, sq, Finset.sum_mul_sum,
    mul_right_inj' (by norm_num : (1 / 2 : ℝ) ≠ 0),
    Finset.sum_eq_sum_iff_of_le (fun a _ => Finset.sum_le_sum fun b _ => hle a b)]
  constructor
  · intro h a b
    exact (Finset.sum_eq_sum_iff_of_le (fun b _ => hle a b)).1
      (h a (Finset.mem_univ a)) b (Finset.mem_univ b)
  · intro h a _
    exact Finset.sum_congr rfl fun b _ => h a b
```

## (g) A family that attains the bound

Let \(G_{ab}=v_av_b\) for a real vector \(v\), and let \(D_av_a\ge0\) for every \(a\). Show that \(G\) is positive semidefinite and that \(E_G(D)\) equals the upper bound in (e).

For any real \(x\), the double sum factorises:

\[
E_G(x)=\tfrac12\sum_a\sum_b x_av_av_bx_b=\tfrac12\Big(\sum_ax_av_a\Big)^2\ge0 .
\]

Since \(v_av_b=v_bv_a\), the matrix is also symmetric, hence positive semidefinite. Its diagonal gives \(\sqrt{G_{aa}}=\sqrt{v_a^2}=|v_a|\), and the sign condition gives \(|D_a||v_a|=|D_av_a|=D_av_a\). The upper bound is therefore \(\tfrac12(\sum_aD_av_a)^2\), which is the energy itself.

This is the case in which all pair distributions are multiples of a single one, \(\rho_a=v_a\rho\), with \(\rho\) scaled so that its own Coulomb integral is 1. If some \(D_av_a\) is positive, the common value is positive, so the factor \(\tfrac12\) in the general bound cannot be lowered.

In Lean the matrix is `vecMulVec v v`. The perfect square is `hE`, which serves both halves of the statement.

```lean
/-- The rank-one integral matrix `v vᵀ` is positive semidefinite, and it attains the upper bound
for every density vector whose elements nowhere have sign opposite to those of `v`. -/
theorem bound_attained_rank_one (v D : ι → ℝ) (hD : ∀ a, 0 ≤ D a * v a) :
    (vecMulVec v v).PosSemidef ∧
      coulombEnergy (vecMulVec v v) D =
        1 / 2 * (∑ a, |D a| * √(vecMulVec v v a a)) ^ 2 := by
  -- the energy of a rank-one matrix is a perfect square
  have hE : ∀ x : ι → ℝ, coulombEnergy (vecMulVec v v) x = 1 / 2 * (∑ a, x a * v a) ^ 2 := by
    intro x
    rw [coulombEnergy_eq_sum, sq, Finset.sum_mul_sum]
    congr 1
    refine Finset.sum_congr rfl fun a _ => Finset.sum_congr rfl fun b _ => ?_
    rw [vecMulVec_apply]
    ring
  constructor
  · refine PosSemidef.of_dotProduct_mulVec_nonneg ?_ fun x => ?_
    · ext a b
      simp [vecMulVec_apply, mul_comm]
    · have h := hE x
      unfold coulombEnergy at h
      rw [star_trivial]
      nlinarith [sq_nonneg (∑ a, x a * v a)]
  · rw [hE]
    congr 2
    refine Finset.sum_congr rfl fun a _ => ?_
    rw [vecMulVec_apply, Real.sqrt_mul_self_eq_abs, ← abs_mul, abs_of_nonneg (hD a)]
```

## (h) The energy lost by screening

Let \(G\) be positive semidefinite and \(\tau\ge0\). Show that

\[
|E_G(D)-E_{G^\tau}(D)|\le\frac\tau2\Big(\sum_a|D_a|\Big)^2 .
\]

The energy is linear in the matrix, so the error is \(E_M(D)\) with \(M=G-G^\tau\), the matrix of discarded integrals. If the element \(ab\) was discarded, (b) gives \(|M_{ab}|=|G_{ab}|\le\sqrt{G_{aa}}\sqrt{G_{bb}}<\tau\). If it was kept, \(M_{ab}=0\le\tau\). In both cases \(|M_{ab}|\le\sqrt\tau\sqrt\tau\), and (d) with \(u_a=\sqrt\tau\) yields

\[
|E_M(D)|\le\tfrac12\Big(\sum_a|D_a|\sqrt\tau\Big)^2=\frac\tau2\Big(\sum_a|D_a|\Big)^2 .
\]

The Lean steps `hsub` and `hsmall` are the linearity and the elementwise bound, and `split_ifs` separates discarded from kept integrals.

The estimate holds for one given density, used with both matrices. It does not cover the exchange energy or the change in a self-consistent density when the screened integrals are used to determine it. At fixed \(\tau\) the bound grows with the square of the summed density magnitudes, so a threshold suited to a small molecule may guarantee little for a large one.

The screened energy can also lose the lower bound of (e). For \(v=(2,\tfrac12)\), \(G=vv^{T}\) and \(\tau=\tfrac12\), only the second diagonal element is discarded. With \(D=(1,-4)\) the full energy is \(0\) and the screened energy is \(-2\), an error within the permitted \(\tfrac{25}{4}\). This is an algebraic example and not the electron density of a molecule: the two distributions are proportional, and their contributions to the total charge density cancel.

```lean
/-- For positive semidefinite `G` and nonnegative `τ`, discarding all integrals with Schwarz
estimate below `τ` changes the Coulomb energy by at most `τ / 2` times the square of the summed
density magnitudes. -/
theorem screening_error {G : Matrix ι ι ℝ} (hG : G.PosSemidef) {τ : ℝ} (hτ : 0 ≤ τ)
    (D : ι → ℝ) :
    |coulombEnergy G D - coulombEnergy (screened G τ) D| ≤ τ / 2 * (∑ a, |D a|) ^ 2 := by
  -- the error is the energy of the discarded integrals
  have hsub : coulombEnergy G D - coulombEnergy (screened G τ) D =
      coulombEnergy (G - screened G τ) D := by
    simp only [coulombEnergy, Matrix.sub_mulVec, dotProduct_sub]
    ring
  have hsmall : ∀ a b, |(G - screened G τ) a b| ≤ √τ * √τ := by
    intro a b
    rw [Real.mul_self_sqrt hτ, Matrix.sub_apply]
    unfold screened
    split_ifs with h
    · rw [sub_zero]
      exact (schwarz_estimate hG a b).trans h.le
    · rw [sub_self, abs_zero]
      exact hτ
  rw [hsub]
  refine (abs_coulombEnergy_le (u := fun _ => √τ) hsmall D).trans_eq ?_
  rw [← Finset.sum_mul, mul_pow, Real.sq_sqrt hτ]
  ring

end

end SchwarzScreening
```

```lean
#print axioms SchwarzScreening.coulombEnergy_bounds
#print axioms SchwarzScreening.coulombEnergy_eq_bound_iff
#print axioms SchwarzScreening.bound_attained_rank_one
#print axioms SchwarzScreening.screening_error
```

```
'SchwarzScreening.coulombEnergy_bounds' depends on axioms: [propext, Classical.choice, Quot.sound]
'SchwarzScreening.coulombEnergy_eq_bound_iff' depends on axioms: [propext, Classical.choice, Quot.sound]
'SchwarzScreening.bound_attained_rank_one' depends on axioms: [propext, Classical.choice, Quot.sound]
'SchwarzScreening.screening_error' depends on axioms: [propext, Classical.choice, Quot.sound]
```
